# The Wigner surmise is a density of mean 1 that gives spacings below ε > 0 probability less than πε²/4

Q: Suppose I take nearest-neighbour level spacings, divide them by their mean, and compare the histogram with $s\,e^{-s^2/2}$. This curve is normalised and has the right shape, but its mean is $\sqrt{\pi/2}\approx 1.25$. My data have mean 1, so the curve disagrees with them even if the physics is exactly as expected. Near zero its slope is 1 where it should be $\pi/2$, so the curve predicts too few close levels and I would report an excess that is not real. So the constants matter. Which ones does the Lean file settle?

A: Those of the Wigner surmise,
$$p(s)=\frac{\pi s}{2}\,e^{-\pi s^2/4},\qquad s\ge 0,$$
where $s$ is the spacing in units of the mean spacing. The file proves that $p$ is non-negative, integrates to 1, has mean 1, and gives spacings below any $\varepsilon>0$ a probability less than $\pi\varepsilon^2/4$.

Q: Before any Lean, show me the calculation.

A: Let $S(s)=e^{-\pi s^2/4}$. By the chain rule,
$$S'(s)=-\frac{\pi s}{2}\,e^{-\pi s^2/4}=-p(s).$$
Write $P(\varepsilon)$ for the probability of a spacing below $\varepsilon$. Then
$$P(\varepsilon)=\int_0^\varepsilon p(s)\,ds=S(0)-S(\varepsilon)=1-e^{-\pi\varepsilon^2/4}.$$
As $\varepsilon\to\infty$ the exponential vanishes, so the total integral is 1. This also shows that $S(s)$ is the probability of a spacing larger than $s$.

For the mean, differentiate $-s\,S(s)$:
$$\frac{d}{ds}\bigl[-s\,S(s)\bigr]=s\,p(s)-S(s).$$
Integrating from 0 to $L$ gives
$$\int_0^L s\,p(s)\,ds=\int_0^L S(s)\,ds-L\,S(L).$$
With $v=\pi L^2/4$, the boundary term is $L\,S(L)=\frac{4}{\pi}\,v e^{-v}\cdot\frac1L$, which tends to 0. What remains is a half-line Gaussian integral. Since $\int_0^\infty e^{-bs^2}ds=\frac12\sqrt{\pi/b}$ for $b>0$, the choice $b=\pi/4$ gives $\frac12\sqrt4=1$.

Q: And the bound at small spacing?

A: Put $u=\pi\varepsilon^2/4>0$, so that $P(\varepsilon)=1-e^{-u}$. For every $x\neq0$ we have $1+x<e^x$. Taking $x=-u$ gives $1-u<e^{-u}$, that is, $1-e^{-u}<u$. Taking $x=u$ and multiplying by $e^{-u}$ gives $e^{-u}+u e^{-u}<1$. Together,
$$u\,e^{-u}<P(\varepsilon)<u.$$
The ratio of the two outer terms is $e^{-u}$, which tends to 1 as $\varepsilon\to0$, so $\pi\varepsilon^2/4$ is the correct leading behaviour and not merely a ceiling.

Q: Now the formal side. I don't see a Hamiltonian, an ensemble or even a random variable. What is being called a level spacing?

```lean
import Mathlib

open MeasureTheory Set Filter
open scoped Real Topology

namespace WignerSurmise

noncomputable section

/-- The Wigner surmise: the density of the level spacing `s ≥ 0`, in units of the mean spacing. -/
def wignerSurmise (s : ℝ) : ℝ := π * s / 2 * Real.exp (-(π * s ^ 2 / 4))
```

A: Only the density is there. `wignerSurmise` is a real function of a real variable, and the physics enters through its formula. You can see where that formula comes from in a $2\times2$ real symmetric matrix with diagonal entries $a,d$ and off-diagonal entry $b$, whose level spacing is $\sqrt{(a-d)^2+4b^2}$. A small spacing requires the point $(a-d,\,2b)$ to lie in a small disc around the origin. The area of that disc grows as the square of its radius, and this produces the factor $s$ in the density. The Gaussian factor comes from independent Gaussian entries of mean zero, with the variance of the diagonal entries twice that of the off-diagonal one, and the constants $\pi/2$ and $\pi/4$ fix the normalisation and the unit of spacing.

Q: So the file takes the surmise as given.

A: Yes, it postulates the density and proves properties of it. The surmise is a reference curve for spacings between levels of the same symmetry in quantum-chaotic spectra with a time-reversal symmetry that squares to $+1$, but while it is exact for $2\times2$ matrices of the Gaussian orthogonal ensemble, it is an approximation for larger ones. Nothing in the theorems measures the error of that approximation, or says that a given molecule or nucleus follows the curve.

Q: The Lean function accepts negative $s$, where the formula is negative. That is no density.

A: The restriction to $s\ge0$ sits in the statements. Non-negativity is claimed only under the hypothesis `0 ≤ s`. The total and the mean are integrals over `Ioi (0 : ℝ)`, the open half-line $(0,\infty)$; leaving out the single point 0 changes no integral. The probability of a spacing below $\varepsilon$ is the interval integral `∫ s in (0 : ℝ)..ε, wignerSurmise s`. For the same reason it makes no difference whether "below" includes $\varepsilon$ itself.

Q: Could an integral come out as 1 through some convention about divergent integrals?

A: No. Lean assigns the value 0 to the integral of a non-integrable function, so a value of 1 excludes that case.

Q: Then take me through the proofs. Where does $S'=-p$ appear?

```lean
/-- The derivative of `exp (-π s² / 4)` with respect to `s` is minus the Wigner surmise. -/
theorem hasDerivAt_survival (s : ℝ) :
    HasDerivAt (fun t : ℝ => Real.exp (-(π * t ^ 2 / 4))) (-wignerSurmise s) s := by
  have hsq : HasDerivAt (fun t : ℝ => t ^ 2) (2 * s) s := by
    simpa using hasDerivAt_pow 2 s
  exact ((hsq.const_mul π).div_const 4).fun_neg.exp.congr_deriv (by
    unfold wignerSurmise; ring)
```

A: Right here. `HasDerivAt f f' s` says that $f$ has derivative $f'$ at $s$. The proof differentiates $t^2$, scales it, takes the exponential, and lets `ring` confirm that the outcome is $-p(s)$. Every later integral of $p$ rests on this lemma.

Q: And the limits at infinity, which I would dismiss with "the Gaussian wins"?

```lean
/-- The Gaussian factor of the surmise suppresses every power of `π s² / 4` at large spacing. -/
theorem tendsto_pow_mul_survival (n : ℕ) :
    Tendsto (fun s : ℝ => (π * s ^ 2 / 4) ^ n * Real.exp (-(π * s ^ 2 / 4)))
      atTop (𝓝 0) := by
  have hsq : Tendsto (fun s : ℝ => s ^ 2) atTop atTop := tendsto_pow_atTop two_ne_zero
  have hu : Tendsto (fun s : ℝ => π * s ^ 2 / 4) atTop atTop :=
    (hsq.const_mul_atTop (show 0 < π / 4 by positivity)).congr (fun s => by ring)
  exact (Real.tendsto_pow_mul_exp_neg_atTop_nhds_zero n).comp hu
```

A: They are all contained in this statement. The quantity $\pi s^2/4$ tends to infinity with $s$, and $x^n e^{-x}\to0$ as $x\to\infty$ for every natural number $n$; the proof composes the two. The case $n=0$ is used for the normalisation, and $n=1$ for the boundary term in the mean.

Q: Next should be the cumulative probability.

```lean
/-- The integral of the Wigner surmise from `0` to `ε` is `1 - exp (-π ε² / 4)`. For `ε ≥ 0` this is
the probability of a spacing below `ε`. -/
theorem cumulative (ε : ℝ) :
    ∫ s in (0 : ℝ)..ε, wignerSurmise s = 1 - Real.exp (-(π * ε ^ 2 / 4)) := by
  have hc : Continuous wignerSurmise := by
    unfold wignerSurmise
    fun_prop
  have hd : ∀ s : ℝ, HasDerivAt (fun t : ℝ => -Real.exp (-(π * t ^ 2 / 4)))
      (wignerSurmise s) s :=
    fun s => (hasDerivAt_survival s).fun_neg.congr_deriv (neg_neg _)
  have h0 : Real.exp (-(π * (0 : ℝ) ^ 2 / 4)) = 1 := by simp
  refine (intervalIntegral.integral_eq_sub_of_hasDerivAt (fun s _ => hd s)
    (hc.intervalIntegrable _ _)).trans ?_
  show -Real.exp (-(π * ε ^ 2 / 4)) - -Real.exp (-(π * (0 : ℝ) ^ 2 / 4)) = _
  rw [h0]
  ring
```

A: It is the fundamental theorem of calculus with antiderivative $-S$. Continuity of $p$ supplies integrability on the interval, and `h0` evaluates $S(0)=1$. The formula is stated for every real $\varepsilon$. For negative $\varepsilon$ it is still a correct oriented integral, but it is a probability only when $\varepsilon\ge0$.

Q: Does the normalisation then take $\varepsilon\to\infty$ in that formula?

```lean
/-- The Wigner surmise is normalised: its integral over all positive spacings is `1`. -/
theorem normalised : ∫ s in Ioi (0 : ℝ), wignerSurmise s = 1 := by
  have hd : ∀ s : ℝ, HasDerivAt (fun t : ℝ => -Real.exp (-(π * t ^ 2 / 4)))
      (wignerSurmise s) s :=
    fun s => (hasDerivAt_survival s).fun_neg.congr_deriv (neg_neg _)
  have hl : Tendsto (fun t : ℝ => -Real.exp (-(π * t ^ 2 / 4))) atTop (𝓝 (-0)) :=
    (tendsto_pow_mul_survival 0).neg.congr (fun s => by simp)
  refine (integral_Ioi_of_hasDerivAt_of_nonneg' (fun s _ => hd s) ?_ hl).trans (by simp)
  intro s hs
  have hs' : 0 < s := hs
  unfold wignerSurmise
  positivity
```

A: In substance, yes, though it goes directly to the half-line version of the fundamental theorem. That version applies when the derivative is non-negative and the antiderivative has a limit. Here `hl` says that $-S$ tends to 0, and the final `positivity` shows that $p$ is non-negative for $s>0$. The integral is the limit minus the value at zero, $0-(-1)=1$.

Q: The mean has the longest proof. Is there more to it than integration by parts?

```lean
/-- The mean spacing of the Wigner surmise is `1`. -/
theorem mean : ∫ s in Ioi (0 : ℝ), s * wignerSurmise s = 1 := by
  have hb : 0 < π / 4 := by positivity
  have hp : π * π⁻¹ = 1 := mul_inv_cancel₀ Real.pi_ne_zero
  have he : ∀ s : ℝ, -(π / 4) * s ^ 2 = -(π * s ^ 2 / 4) := fun s => by ring
  -- both terms of the integration by parts are integrable
  have i1 : Integrable (fun s : ℝ => s * wignerSurmise s) := by
    refine ((integrable_rpow_mul_exp_neg_mul_sq hb
      (show (-1 : ℝ) < 2 by norm_num)).const_mul (π / 2)).congr (.of_forall fun s => ?_)
    show π / 2 * (s ^ (2 : ℝ) * Real.exp (-(π / 4) * s ^ 2)) = s * wignerSurmise s
    rw [Real.rpow_two, he, wignerSurmise]
    ring
  have i2 : Integrable (fun s : ℝ => Real.exp (-(π * s ^ 2 / 4))) :=
    (integrable_exp_neg_mul_sq hb).congr (.of_forall fun s => congrArg Real.exp (he s))
  have hd : ∀ s : ℝ, HasDerivAt (fun t : ℝ => -(t * Real.exp (-(π * t ^ 2 / 4))))
      (s * wignerSurmise s - Real.exp (-(π * s ^ 2 / 4))) s := fun s =>
    ((hasDerivAt_id' s).fun_mul (hasDerivAt_survival s)).fun_neg.congr_deriv (by ring)
  -- the boundary term vanishes at infinity
  have hl : Tendsto (fun t : ℝ => -(t * Real.exp (-(π * t ^ 2 / 4)))) atTop
      (𝓝 (-(4 / π * 0 * 0))) := by
    refine (((tendsto_pow_mul_survival 1).const_mul (4 / π)).mul
      tendsto_inv_atTop_zero).neg.congr' ?_
    filter_upwards [eventually_gt_atTop (0 : ℝ)] with s hs
    have hi : s * s⁻¹ = 1 := mul_inv_cancel₀ hs.ne'
    linear_combination (-(s ^ 2 * s⁻¹ * Real.exp (-(π * s ^ 2 / 4)))) * hp
      - s * Real.exp (-(π * s ^ 2 / 4)) * hi
  have key := integral_Ioi_of_hasDerivAt_of_tendsto' (a := 0) (fun s _ => hd s)
    (i1.sub i2).integrableOn hl
  rw [integral_sub i1.integrableOn i2.integrableOn] at key
  -- the remaining half-line Gaussian integral equals one
  have hg : ∫ s in Ioi (0 : ℝ), Real.exp (-(π * s ^ 2 / 4)) = 1 := by
    have h := integral_gaussian_Ioi (π / 4)
    have h4 : π / (π / 4) = 2 ^ 2 := (div_eq_iff hb.ne').2 (by ring)
    rw [h4, Real.sqrt_sq (by norm_num)] at h
    simp only [he] at h
    rw [h]
    norm_num
  rw [hg] at key
  simp only [mul_zero, zero_mul, neg_zero, sub_zero] at key
  linarith
```

A: The argument is the same, with the analytic conditions written out. `i1` and `i2` show that $s\,p(s)$ and $S(s)$ are integrable, which permits splitting the integral of their difference. `hd` is the derivative of $-s\,S(s)$ from my calculation. `hl` is the vanishing boundary term, using the same rewriting as $\frac4\pi$ times $v e^{-v}$ times $1/L$, with $t$ in the role of $L$.

The equation `key` then says that the integral of $s\,p(s)$ minus the integral of $S(s)$ is zero. `hg` evaluates the second of these through Mathlib's half-line Gaussian formula, where $\pi/(\pi/4)=2^2$ makes the square root equal to 2 and the integral equal to 1. The last line, `linarith`, reads off the mean.

Q: That is the constant my first curve got wrong. What about close levels?

```lean
/-- For `ε > 0` the probability of a spacing below `ε` lies strictly between
`(π ε² / 4) exp (-π ε² / 4)` and `π ε² / 4`. -/
theorem small_spacing {ε : ℝ} (hε : 0 < ε) :
    π * ε ^ 2 / 4 * Real.exp (-(π * ε ^ 2 / 4)) < ∫ s in (0 : ℝ)..ε, wignerSurmise s ∧
      ∫ s in (0 : ℝ)..ε, wignerSurmise s < π * ε ^ 2 / 4 := by
  rw [cumulative]
  have hu : 0 < π * ε ^ 2 / 4 := by positivity
  generalize π * ε ^ 2 / 4 = u at hu ⊢
  have h1 := Real.add_one_lt_exp hu.ne'
  have h2 := Real.add_one_lt_exp (neg_ne_zero.2 hu.ne')
  have h3 : Real.exp u * Real.exp (-u) = 1 := by rw [← Real.exp_add]; simp
  have h4 := mul_lt_mul_of_pos_right h1 (Real.exp_pos (-u))
  constructor <;> linarith
```

A: This theorem has both bounds. After the cumulative formula is inserted, `generalize` replaces $\pi\varepsilon^2/4$ by a single positive number $u$, as I did. `h1` and `h2` are the inequality $1+x<e^x$ at $x=u$ and $x=-u$. `h3` records $e^u e^{-u}=1$, and `h4` is `h1` multiplied by $e^{-u}$. Both bounds then follow by linear arithmetic.

The strict inequalities fail at $\varepsilon=0$, where all three quantities are zero. For negative $\varepsilon$ they still hold for the oriented integral, but that is no longer a probability, so the theorem is stated for `0 < ε`. For large $\varepsilon$ the upper bound remains true but says little, since $\pi\varepsilon^2/4$ eventually exceeds 1.

Q: Where is the full claim you made at the start?

```lean
/-- The Wigner surmise is a probability density on `s ≥ 0` with mean `1`, and it gives
probability less than `π ε² / 4` to spacings below any `ε > 0`. -/
theorem wigner_surmise :
    (∀ s, 0 ≤ s → 0 ≤ wignerSurmise s) ∧
    ∫ s in Ioi (0 : ℝ), wignerSurmise s = 1 ∧
    ∫ s in Ioi (0 : ℝ), s * wignerSurmise s = 1 ∧
    ∀ ε, 0 < ε → ∫ s in (0 : ℝ)..ε, wignerSurmise s < π * ε ^ 2 / 4 := by
  refine ⟨fun s hs => ?_, normalised, mean, fun ε hε => (small_spacing hε).2⟩
  unfold wignerSurmise
  positivity
```

A: In `wigner_surmise`, which has four parts. For all $s\ge0$, the density is non-negative. Its integral over the positive half-line is 1. The integral of $s$ times the density is 1. For all $\varepsilon>0$, the integral from 0 to $\varepsilon$ is strictly less than $\pi\varepsilon^2/4$. The first part is proved on the spot and the other three are taken from the earlier theorems.

Q: A small probability at small spacing is not yet repulsion. Any smooth density gives little weight to a short interval.

A: True, so compare it with levels that ignore one another. In a long spectrum of independent levels with constant mean density, the spacings, again in units of the mean, follow the exponential law $e^{-s}$, for which the probability of a spacing below $\varepsilon$ is $1-e^{-\varepsilon}$. That is linear in $\varepsilon$ near zero, whereas the surmise is quadratic. At $\varepsilon=0.1$ the exponential law gives about 0.095 and the surmise about 0.0078.

Q: At what $\varepsilon$ does the ordering change?

A: At $4/\pi\approx1.27$ mean spacings. For $\varepsilon>0$,
$$1-e^{-\pi\varepsilon^2/4}<1-e^{-\varepsilon}
\iff e^{-\varepsilon}<e^{-\pi\varepsilon^2/4}
\iff \frac{\pi\varepsilon^2}{4}<\varepsilon
\iff \varepsilon<\frac4\pi,$$
where the last step divides by $\varepsilon$, which is positive.

```lean
/-- For `ε > 0`, spacings below `ε` are less probable under the Wigner surmise than under the
exponential law `exp (-s)` of uncorrelated levels exactly when `ε < 4 / π`. -/
theorem repulsion_iff {ε : ℝ} (hε : 0 < ε) :
    ∫ s in (0 : ℝ)..ε, wignerSurmise s < ∫ s in (0 : ℝ)..ε, Real.exp (-s) ↔
      ε < 4 / π := by
  have hd : ∀ s : ℝ, HasDerivAt (fun t : ℝ => -Real.exp (-t)) (Real.exp (-s)) s :=
    fun s => (hasDerivAt_id' s).fun_neg.exp.fun_neg.congr_deriv (by ring)
  have hc : Continuous (fun s : ℝ => Real.exp (-s)) := by fun_prop
  have hP : ∫ s in (0 : ℝ)..ε, Real.exp (-s) = 1 - Real.exp (-ε) := by
    rw [intervalIntegral.integral_eq_sub_of_hasDerivAt (fun s _ => hd s)
      (hc.intervalIntegrable _ _), neg_zero, Real.exp_zero]
    ring
  rw [cumulative, hP, sub_lt_sub_iff_left, Real.exp_lt_exp, neg_lt_neg_iff,
    lt_div_iff₀ Real.pi_pos]
  constructor
  · intro h
    by_contra h'
    have h2 := mul_le_mul_of_nonneg_left (not_lt.1 h') hε.le
    nlinarith
  · intro h
    have h2 := mul_lt_mul_of_pos_left h hε
    nlinarith

end

end WignerSurmise
```

The Lean proof first integrates $e^{-s}$ to obtain `hP`. The chain of rewrites then removes the common 1, the exponentials and the minus signs, which leaves $\pi\varepsilon^2/4<\varepsilon$ on one side and $\varepsilon\pi<4$ on the other. The two directions at the end pass between these by multiplying with $\varepsilon$, the first of them by contradiction.

Q: So `repulsion_iff` compares cumulative probabilities. It does not say that the density $p$ lies below $e^{-s}$ all the way to $4/\pi$.

A: Correct, and the density does not: at $s=1$ the surmise has the value $\frac{\pi}{2}e^{-\pi/4}\approx0.72$, against $e^{-1}\approx0.37$. The theorem concerns the fraction of spacings below a threshold, which you estimate by counting the spacings below the threshold and dividing by the total number of spacings. The exponential law, like the surmise, enters as a given density; its derivation from independent levels is a separate matter.

Q: Then for my histogram I should use $p$ with these constants, after dividing the spacings by their mean.

A: Yes, as the reference curve for chaotic spectra with the time-reversal symmetry named above, for levels of one symmetry and a histogram of unit area, if the level density is nearly constant over your spectrum. If it varies, divide each spacing by the local mean spacing instead. The curve and the data are then on the same scale, and a remaining disagreement can come, for example, from the shape of the distribution, from finite sampling, from missed levels, or from how the mean spacing was estimated.

```lean
#print axioms WignerSurmise.wigner_surmise
#print axioms WignerSurmise.repulsion_iff
```

```
'WignerSurmise.wigner_surmise' depends on axioms: [propext, Classical.choice, Quot.sound]
'WignerSurmise.repulsion_iff' depends on axioms: [propext, Classical.choice, Quot.sound]
```
